# With A + B and A − B Positive Definite, the RPA Vectors X + Y Can Be Chosen Orthogonal Exactly When AB = BA

An RPA or adiabatic linear-response TDDFT calculation with real orbitals gives each excitation an excitation part X and a de-excitation part Y, coupled by

A X + B Y = ω X
B X + A Y = −ω Y.

Adding and subtracting the equations gives (A+B)(X+Y) = ω(X−Y) and (A−B)(X−Y) = ω(X+Y). When can the vectors X+Y of different excitations be chosen orthogonal to each other, as the normal modes of equal masses on springs can?

Write M = A−B and K = A+B. Collect the vectors X+Y as the columns of Z and the frequencies in a diagonal matrix W, which is not the screened interaction of BSE. Choose the modes so that the product (X+Y)·(X−Y) is 1 within each excitation and 0 between different ones. Then the vectors X−Y are the columns of Z⁻ᵀ, and the equations become

M = Z W Zᵀ,  K = Z⁻ᵀ W Z⁻¹.

## Invertible Z and positive frequencies

Invertibility says that the modes span the whole transition space; positivity selects the excitation branch ω > 0. In `IsNormalForm`, the finite type `n` labels the transitions and `w` holds the frequencies.

```lean
import Mathlib

open Matrix

namespace OrthogonalNormalModes

noncomputable section

variable {n : Type*} [Fintype n] [DecidableEq n]

/-- The RPA normal form `A - B = Z W Zᵀ`, `A + B = Z⁻ᵀ W Z⁻¹`, with `Z` invertible and
`W` the diagonal matrix of positive frequencies `w`. -/
structure IsNormalForm (A B Z : Matrix n n ℝ) (w : n → ℝ) : Prop where
  isUnit : IsUnit Z.det
  pos : ∀ i, 0 < w i
  minus : A - B = Z * diagonal w * Zᵀ
  plus : A + B = (Z⁻¹)ᵀ * diagonal w * Z⁻¹
```

The derivation uses invertibility to cancel Z against Z⁻¹, and the proofs do so through `h.isUnit`. For singular Z the second factorisation would lose its meaning, since Lean then sets `Z⁻¹` to zero. Positivity matters for distinct frequencies, where it excludes ω_j = −ω_i.

## Orthogonal columns of free length

Physically, orthogonality means that different excitations have no overlap in X+Y. Lean writes column i of Z as `Zᵀ i`. The columns need not be unit vectors, so Z need not be an orthogonal matrix.

```lean
/-- Distinct columns of `Z` are orthogonal; their lengths are free. -/
def OrthogonalColumns (Z : Matrix n n ℝ) : Prop :=
  ∀ i j, i ≠ j → Zᵀ i ⬝ᵥ Zᵀ j = 0
```

The spectral theorem used further on needs matrices as operators on Euclidean space:

```lean
/-- A real matrix as a linear operator on Euclidean space. -/
def euclideanOp (M : Matrix n n ℝ) : EuclideanSpace ℝ n →ₗ[ℝ] EuclideanSpace ℝ n where
  toFun x := WithLp.toLp 2 (M *ᵥ x.ofLp)
  map_add' x y := by simp [Matrix.mulVec_add]
  map_smul' c x := by simp [Matrix.mulVec_smul]
```

Let S = ZᵀZ be the overlap matrix. Orthogonal columns make it diagonal, with the squared lengths as entries.

```lean
/-- For orthogonal columns the overlap matrix `Zᵀ Z` is diagonal and holds the squared
lengths of the columns. -/
theorem overlap_eq_diagonal {Z : Matrix n n ℝ} (hZ : OrthogonalColumns Z) :
    Zᵀ * Z = diagonal (fun i => Zᵀ i ⬝ᵥ Zᵀ i) := by
  ext i j
  by_cases h : i = j
  · subst h
    rw [diagonal_apply_eq]
    rfl
  · rw [diagonal_apply_ne _ h]
    exact hZ i j h
```

For any normal form,

Zᵀ M K Z = Zᵀ Z W Zᵀ Z⁻ᵀ W Z⁻¹ Z = S W²
Zᵀ K M Z = Zᵀ Z⁻ᵀ W Z⁻¹ Z W Zᵀ Z = W² S.

Expanding the products gives MK − KM = 2(AB − BA). Since Z is invertible, AB = BA holds exactly when S W² = W² S. If S is diagonal, this is automatic, so orthogonal modes force A and B to commute.

In the next proof, `e1` and `e2` are the two displayed lines, and `key` removes the outer factors Zᵀ and Z.

```lean
/-- For any normal form, `A` and `B` commute exactly when the overlap matrix `Zᵀ Z` of the
modes commutes with the squared frequencies. -/
theorem commute_iff_overlap {A B Z : Matrix n n ℝ} {w : n → ℝ} (h : IsNormalForm A B Z w) :
    A * B = B * A ↔ Zᵀ * Z * diagonal w ^ 2 = diagonal w ^ 2 * (Zᵀ * Z) := by
  have h1 : Z * Z⁻¹ = 1 := mul_nonsing_inv Z h.isUnit
  have h2 : Z⁻¹ * Z = 1 := nonsing_inv_mul Z h.isUnit
  have h3 : (Z⁻¹)ᵀ * Zᵀ = 1 := by rw [← transpose_mul, h1, transpose_one]
  have h4 : Zᵀ * (Z⁻¹)ᵀ = 1 := by rw [← transpose_mul, h2, transpose_one]
  -- the two products of A - B and A + B, seen in the mode basis
  have e1 : Zᵀ * ((A - B) * (A + B)) * Z = Zᵀ * Z * diagonal w ^ 2 := by
    rw [h.minus, h.plus]
    calc _ = Zᵀ * Z * diagonal w * (Zᵀ * (Z⁻¹)ᵀ) * diagonal w * (Z⁻¹ * Z) := by
          simp only [mul_assoc]
      _ = _ := by rw [h4, h2]; simp only [mul_one, pow_two, mul_assoc]
  have e2 : Zᵀ * ((A + B) * (A - B)) * Z = diagonal w ^ 2 * (Zᵀ * Z) := by
    rw [h.minus, h.plus]
    calc _ = (Zᵀ * (Z⁻¹)ᵀ) * diagonal w * (Z⁻¹ * Z) * diagonal w * (Zᵀ * Z) := by
          simp only [mul_assoc]
      _ = _ := by rw [h4, h2]; simp only [mul_one, one_mul, pow_two, mul_assoc]
  constructor
  · intro hAB
    have c : (A - B) * (A + B) = (A + B) * (A - B) := by
      linear_combination (norm := noncomm_ring) hAB + hAB
    rw [← e1, c, e2]
  · intro g
    have key : ∀ X : Matrix n n ℝ, X = (Z⁻¹)ᵀ * (Zᵀ * X * Z) * Z⁻¹ := fun X => by
      calc X = ((Z⁻¹)ᵀ * Zᵀ) * X * (Z * Z⁻¹) := by rw [h3, h1, one_mul, mul_one]
        _ = _ := by simp only [mul_assoc]
    have c : (A - B) * (A + B) = (A + B) * (A - B) := by
      rw [key ((A - B) * (A + B)), e1, g, ← e2, ← key]
    have d : A * B + A * B = B * A + B * A := by
      linear_combination (norm := noncomm_ring) c
    ext i j
    have := congrFun (congrFun d i) j
    simp only [Matrix.add_apply] at this
    linarith
```

The mere existence of a normal form, with no condition on its columns, says nothing about commutation. The standard reduction Z = M^(1/2) R W^(−1/2), with R orthogonal and M^(1/2) K M^(1/2) = R W² Rᵀ, gives one for any positive definite M and K.

## Commuting A and B

Commutation means that M and K share principal axes. In adiabatic TDDFT with an LDA or GGA functional and a finite real transition basis, A = Δ + F and B = F, where Δ is the diagonal matrix of orbital energy differences and F the coupling; commutation then requires F to link only transitions with equal energy differences.

By hand, if M x = p x, then M(Kx) = K(Mx) = p(Kx), so K maps each eigenspace of M into itself. Diagonalising the symmetric K inside each eigenspace gives orthonormal common axes, the columns of U:

M = U P Uᵀ,  K = U Q Uᵀ,

with P = diag(p_i) and Q = diag(q_i). The proof collects orthonormal bases of the joint eigenspaces `V`, and `diag` turns the eigenvalue equations into these factorisations.

```lean
/-- Two commuting real symmetric matrices have a common orthonormal set of principal axes,
the columns of `U`. -/
theorem exists_common_axes {M K : Matrix n n ℝ} (hM : Mᵀ = M) (hK : Kᵀ = K)
    (h : M * K = K * M) : ∃ (U : Matrix n n ℝ) (p q : n → ℝ), Uᵀ * U = 1 ∧
      M = U * diagonal p * Uᵀ ∧ K = U * diagonal q * Uᵀ := by
  have sym : ∀ N : Matrix n n ℝ, Nᵀ = N → (euclideanOp N).IsSymmetric := by
    intro N hN x y
    rw [EuclideanSpace.inner_eq_star_dotProduct, EuclideanSpace.inner_eq_star_dotProduct,
      star_trivial, star_trivial]
    change y.ofLp ⬝ᵥ (N *ᵥ x.ofLp) = (N *ᵥ y.ofLp) ⬝ᵥ x.ofLp
    rw [Matrix.dotProduct_mulVec, ← Matrix.mulVec_transpose, hN]
  have hc : Commute (euclideanOp M) (euclideanOp K) := by
    apply LinearMap.ext
    intro x
    change WithLp.toLp 2 (M *ᵥ (K *ᵥ x.ofLp)) = WithLp.toLp 2 (K *ᵥ (M *ᵥ x.ofLp))
    rw [mulVec_mulVec, mulVec_mulVec, h]
  -- Euclidean space splits into joint eigenspaces; collect orthonormal bases of them
  let V : ℝ × ℝ → Submodule ℝ (EuclideanSpace ℝ n) := fun i =>
    Module.End.eigenspace (euclideanOp M) i.2 ⊓ Module.End.eigenspace (euclideanOp K) i.1
  have hI : DirectSum.IsInternal V :=
    LinearMap.IsSymmetric.directSum_isInternal_of_commute (sym M hM) (sym K hK) hc
  have hO : OrthogonalFamily ℝ (fun i => V i) fun i => (V i).subtypeₗᵢ :=
    LinearMap.IsSymmetric.orthogonalFamily_eigenspace_inf_eigenspace (sym M hM) (sym K hK)
  let b := hI.collectedBasis (fun i => (stdOrthonormalBasis ℝ (V i)).toBasis)
  have hb : Orthonormal ℝ b := DirectSum.IsInternal.collectedBasis_orthonormal hO hI
    (fun i => by
      rw [OrthonormalBasis.coe_toBasis]
      exact (stdOrthonormalBasis ℝ (V i)).orthonormal)
  let e := b.indexEquiv (EuclideanSpace.basisFun n ℝ).toBasis
  have hu : Orthonormal ℝ (fun j => b (e.symm j)) := hb.comp _ e.symm.injective
  have hm : ∀ j, b (e.symm j) ∈ V (e.symm j).1 := fun j => hI.collectedBasis_mem _ _
  let U : Matrix n n ℝ := Matrix.of fun i j => (b (e.symm j)).ofLp i
  have hU : Uᵀ * U = 1 := by
    ext i j
    have t := orthonormal_iff_ite.1 hu i j
    rw [EuclideanSpace.inner_eq_star_dotProduct, star_trivial, dotProduct_comm] at t
    rw [Matrix.one_apply]
    exact t
  have hU' : U * Uᵀ = 1 := mul_eq_one_comm.1 hU
  have diag : ∀ (N : Matrix n n ℝ) (r : n → ℝ),
      (∀ j, euclideanOp N (b (e.symm j)) = r j • b (e.symm j)) →
      N = U * diagonal r * Uᵀ := by
    intro N r hr
    have t : N * U = U * diagonal r := by
      ext i j
      rw [mul_diagonal, mul_comm]
      exact congrFun (congrArg WithLp.ofLp (hr j)) i
    rw [← t, mul_assoc, hU', mul_one]
  exact ⟨U, fun j => (e.symm j).1.2, fun j => (e.symm j).1.1, hU,
    diag M _ fun j => Module.End.mem_eigenspace_iff.1 (hm j).1,
    diag K _ fun j => Module.End.mem_eigenspace_iff.1 (hm j).2⟩
```

Without commutation, the previous argument excludes every normal form with orthogonal columns.

## Positive definite A + B and A − B

For real orbitals in time-dependent Hartree–Fock, or in adiabatic TDDFT with the kernel of the ground-state functional, these conditions express stability of the reference state against real and imaginary orbital rotations respectively. They give p_i = u_iᵀ M u_i > 0 for each column u_i of U, and likewise q_i > 0.

```lean
/-- A positive definite matrix has positive eigenvalues along orthonormal principal axes. -/
theorem axes_pos {M U : Matrix n n ℝ} {p : n → ℝ} (hM : M.PosDef) (hU : Uᵀ * U = 1)
    (h : M = U * diagonal p * Uᵀ) (i : n) : 0 < p i := by
  have hx : Uᵀ i ≠ 0 := by
    intro h0
    have h1 : Uᵀ i ⬝ᵥ Uᵀ i = 1 := by
      have t := congrFun (congrFun hU i) i
      rw [one_apply_eq] at t
      exact t
    rw [h0] at h1
    simp at h1
  have t := hM.dotProduct_mulVec_pos hx
  rw [star_trivial] at t
  have e : Uᵀ * (M * U) = diagonal p := by
    calc Uᵀ * (M * U) = (Uᵀ * U) * diagonal p * (Uᵀ * U) := by
          rw [h]; simp only [mul_assoc]
      _ = _ := by rw [hU, one_mul, mul_one]
  have e' : Uᵀ i ⬝ᵥ M *ᵥ Uᵀ i = p i := by
    have s := congrFun (congrFun e i) i
    rw [diagonal_apply_eq] at s
    exact s
  rwa [e'] at t
```

Now set

ω_i = √(p_i q_i),  s_i = (p_i/q_i)^(1/4),  D = diag(s_i),  Z = U D.

Then s_i² ω_i = p_i and ω_i/s_i² = q_i. Since Z⁻¹ = D⁻¹Uᵀ,

Z W Zᵀ = U D W D Uᵀ = U P Uᵀ = M
Z⁻ᵀ W Z⁻¹ = U D⁻¹ W D⁻¹ Uᵀ = U Q Uᵀ = K
ZᵀZ = D UᵀU D = D².

The last line shows that the columns are orthogonal.

The theorem reads: for real matrices with `A + B` and `A - B` positive definite, some `Z` and `w` form a normal form with orthogonal columns if and only if `A * B = B * A`. `PosDef` includes symmetry, so A and B are symmetric too. That a particular molecule's orbitals and kernel produce such matrices is a separate physical input.

In the proof, `dp` and `dq` are the two scaling identities, and `inv` supplies the inverse of Z.

```lean
/-- For `A + B` and `A - B` symmetric positive definite, a normal form with mutually
orthogonal columns of `Z` exists if and only if `A` and `B` commute. -/
theorem exists_orthogonal_normalForm_iff {A B : Matrix n n ℝ}
    (hp : (A + B).PosDef) (hm : (A - B).PosDef) :
    (∃ (Z : Matrix n n ℝ) (w : n → ℝ), IsNormalForm A B Z w ∧ OrthogonalColumns Z) ↔
      A * B = B * A := by
  constructor
  · rintro ⟨Z, w, h, hZ⟩
    -- diagonal matrices commute
    rw [commute_iff_overlap h, overlap_eq_diagonal hZ, diagonal_pow,
      diagonal_mul_diagonal, diagonal_mul_diagonal]
    exact congrArg diagonal (funext fun i => mul_comm _ _)
  · intro hAB
    have c : (A - B) * (A + B) = (A + B) * (A - B) := by
      linear_combination (norm := noncomm_ring) hAB + hAB
    have sm : (A - B)ᵀ = A - B := by
      rw [← conjTranspose_eq_transpose_of_trivial]; exact hm.isHermitian
    have sp : (A + B)ᵀ = A + B := by
      rw [← conjTranspose_eq_transpose_of_trivial]; exact hp.isHermitian
    obtain ⟨U, p, q, hU, hP, hQ⟩ := exists_common_axes sm sp c
    have hU' : U * Uᵀ = 1 := mul_eq_one_comm.1 hU
    have p0 := fun i => Real.sqrt_pos.2 (axes_pos hm hU hP i)
    have q0 := fun i => Real.sqrt_pos.2 (axes_pos hp hU hQ i)
    -- frequencies √(p q) and column lengths (p / q)^(1/4)
    let w : n → ℝ := fun i => √(p i) * √(q i)
    let s : n → ℝ := fun i => √(√(p i) / √(q i))
    let t : n → ℝ := fun i => (s i)⁻¹
    have s0 : ∀ i, 0 < s i := fun i => Real.sqrt_pos.2 (div_pos (p0 i) (q0 i))
    have s2 : ∀ i, s i ^ 2 * √(q i) = √(p i) := fun i => by
      rw [Real.sq_sqrt (div_pos (p0 i) (q0 i)).le, div_mul_cancel₀ _ (q0 i).ne']
    have pp : ∀ i, √(p i) ^ 2 = p i := fun i => Real.sq_sqrt (axes_pos hm hU hP i).le
    have qq : ∀ i, √(q i) ^ 2 = q i := fun i => Real.sq_sqrt (axes_pos hp hU hQ i).le
    have st : diagonal s * diagonal t = 1 := by
      rw [diagonal_mul_diagonal, ← diagonal_one]
      exact congrArg diagonal (funext fun i => mul_inv_cancel₀ (s0 i).ne')
    have dp : diagonal p = diagonal s * diagonal w * diagonal s := by
      rw [diagonal_mul_diagonal, diagonal_mul_diagonal]
      refine congrArg diagonal (funext fun i => ?_)
      change p i = s i * (√(p i) * √(q i)) * s i
      linear_combination -(pp i) - √(p i) * s2 i
    have dq : diagonal q = diagonal t * diagonal w * diagonal t := by
      rw [diagonal_mul_diagonal, diagonal_mul_diagonal]
      refine congrArg diagonal (funext fun i => ?_)
      change q i = (s i)⁻¹ * (√(p i) * √(q i)) * (s i)⁻¹
      have a : s i * (s i)⁻¹ = 1 := mul_inv_cancel₀ (s0 i).ne'
      calc q i = (s i * (s i)⁻¹) ^ 2 * √(q i) ^ 2 := by rw [a, qq i]; ring
        _ = (s i)⁻¹ * ((s i ^ 2 * √(q i)) * √(q i)) * (s i)⁻¹ := by ring
        _ = _ := by rw [s2 i]
    have inv : (U * diagonal s) * (diagonal t * Uᵀ) = 1 := by
      calc _ = U * (diagonal s * diagonal t) * Uᵀ := by simp only [mul_assoc]
        _ = 1 := by rw [st, mul_one, hU']
    refine ⟨U * diagonal s, w, ⟨isUnit_det_of_right_inverse inv,
      fun i => mul_pos (p0 i) (q0 i), ?_, ?_⟩, ?_⟩
    · rw [hP, dp, transpose_mul, diagonal_transpose]
      simp only [mul_assoc]
    · rw [hQ, dq, inv_eq_right_inv inv, transpose_mul, diagonal_transpose,
        transpose_transpose]
      simp only [mul_assoc]
    · intro i j hij
      have g : (U * diagonal s)ᵀ * (U * diagonal s) = diagonal (fun i => s i * s i) := by
        rw [transpose_mul, diagonal_transpose, ← diagonal_mul_diagonal]
        calc _ = diagonal s * (Uᵀ * U) * diagonal s := by simp only [mul_assoc]
          _ = _ := by rw [hU, mul_one]
      have g' := congrFun (congrFun g i) j
      rw [diagonal_apply_ne _ hij] at g'
      exact g'
```

Only the construction from commuting matrices uses definiteness. Without it the construction can fail: the 1×1 matrices A = 1, B = 2 commute, but A−B = −1 cannot equal z²ω with ω > 0.

Orthogonal modes are also common eigenvectors. For a column z with frequency ω, the identities M Z = Z W S and K Z S = Z⁻ᵀ W S = Z⁻ᵀ S W = Z W give

M z = ω|z|² z,  |z|² K z = ω z.

These are `e1` and `e2` below, read column by column.

```lean
/-- In a normal form with orthogonal columns, each column `z` with frequency `ω` obeys
`(A - B) z = ω |z|² z` and `|z|² (A + B) z = ω z`. -/
theorem orthogonal_mode_eigen {A B Z : Matrix n n ℝ} {w : n → ℝ}
    (h : IsNormalForm A B Z w) (hZ : OrthogonalColumns Z) (i : n) :
    (A - B) *ᵥ Zᵀ i = (w i * (Zᵀ i ⬝ᵥ Zᵀ i)) • Zᵀ i ∧
      (Zᵀ i ⬝ᵥ Zᵀ i) • ((A + B) *ᵥ Zᵀ i) = w i • Zᵀ i := by
  have h1 : Z * Z⁻¹ = 1 := mul_nonsing_inv Z h.isUnit
  have h2 : Z⁻¹ * Z = 1 := nonsing_inv_mul Z h.isUnit
  have h3 : (Z⁻¹)ᵀ * Zᵀ = 1 := by rw [← transpose_mul, h1, transpose_one]
  have g := overlap_eq_diagonal hZ
  set d : n → ℝ := fun i => Zᵀ i ⬝ᵥ Zᵀ i with hd
  have e1 : (A - B) * Z = Z * diagonal (fun i => w i * d i) := by
    rw [h.minus, mul_assoc, g, mul_assoc, diagonal_mul_diagonal]
  have e2 : (A + B) * Z * diagonal d = Z * diagonal w := by
    have c : diagonal w * diagonal d = diagonal d * diagonal w := by
      rw [diagonal_mul_diagonal, diagonal_mul_diagonal]
      exact congrArg diagonal (funext fun i => mul_comm _ _)
    calc (A + B) * Z * diagonal d
        = (Z⁻¹)ᵀ * diagonal w * (Z⁻¹ * Z) * diagonal d := by
          rw [h.plus]; simp only [mul_assoc]
      _ = (Z⁻¹)ᵀ * (diagonal d * diagonal w) := by rw [h2, mul_one, mul_assoc, c]
      _ = ((Z⁻¹)ᵀ * Zᵀ) * Z * diagonal w := by rw [← g]; simp only [mul_assoc]
      _ = Z * diagonal w := by rw [h3, one_mul]
  constructor
  · funext k
    have t := congrFun (congrFun e1 k) i
    rw [mul_diagonal, mul_comm (Z k i)] at t
    exact t
  · funext k
    have t := congrFun (congrFun e2 k) i
    rw [mul_diagonal, mul_diagonal, mul_comm, mul_comm (Z k i)] at t
    exact t
```

## Distinct frequencies

Distinct frequencies mean that no two excitations are degenerate. If A and B commute, the (i, j) entry of S W² = W² S reads

S_ij (ω_j − ω_i)(ω_j + ω_i) = 0.

For i ≠ j both brackets are nonzero, so S_ij = 0. Every normal form then has orthogonal columns, not just the constructed one. The proof obtains the same product as `f`.

```lean
/-- If `A` and `B` commute and the frequencies are pairwise distinct, every normal form has
orthogonal columns. -/
theorem orthogonal_of_distinct {A B Z : Matrix n n ℝ} {w : n → ℝ}
    (h : IsNormalForm A B Z w) (hAB : A * B = B * A) (hw : Function.Injective w) :
    OrthogonalColumns Z := by
  intro i j hij
  have e := congrFun (congrFun ((commute_iff_overlap h).1 hAB) i) j
  rw [diagonal_pow, mul_diagonal, diagonal_mul] at e
  simp only [Pi.pow_apply] at e
  have f : (Zᵀ * Z) i j * ((w j - w i) * (w j + w i)) = 0 := by linear_combination e
  exact (mul_eq_zero.1 f).resolve_right
    (mul_ne_zero (sub_ne_zero.2 (hw.ne hij.symm)) (add_pos (h.pos j) (h.pos i)).ne')
```

With degeneracy this can fail. Take A−B = diag(1, 4) and A+B = diag(4, 1), so that both frequencies are 2. The columns (1/2, 1) and (−1/2, 1) give a valid normal form, but their dot product is 3/4. The proof checks the matrix entries directly.

```lean
/-- Two commuting matrices with a normal form of equal frequencies `2, 2` whose columns are
not orthogonal. -/
theorem degenerate_nonorthogonal :
    (!![5/2, 0; 0, 5/2] : Matrix (Fin 2) (Fin 2) ℝ) * !![3/2, 0; 0, -3/2] =
        !![3/2, 0; 0, -3/2] * !![5/2, 0; 0, 5/2] ∧
      IsNormalForm !![5/2, 0; 0, 5/2] !![3/2, 0; 0, -3/2] !![1/2, -1/2; 1, 1]
        (fun _ : Fin 2 => 2) ∧
      ¬ OrthogonalColumns (!![1/2, -1/2; 1, 1] : Matrix (Fin 2) (Fin 2) ℝ) := by
  have inv : (!![1/2, -1/2; 1, 1] : Matrix (Fin 2) (Fin 2) ℝ) * !![1, 1/2; -1, 1/2] = 1 := by
    ext i j
    fin_cases i <;> fin_cases j <;> norm_num [Matrix.mul_apply, Fin.sum_univ_succ]
  refine ⟨?_, ⟨isUnit_det_of_right_inverse inv, fun _ => by norm_num, ?_, ?_⟩, ?_⟩
  · ext i j
    fin_cases i <;> fin_cases j <;> norm_num [Matrix.mul_apply, Fin.sum_univ_succ]
  · ext i j
    fin_cases i <;> fin_cases j <;>
      norm_num [Matrix.mul_apply, Fin.sum_univ_succ, Matrix.diagonal_apply]
  · rw [inv_eq_right_inv inv]
    ext i j
    fin_cases i <;> fin_cases j <;>
      norm_num [Matrix.mul_apply, Fin.sum_univ_succ, Matrix.diagonal_apply]
  · intro h
    have t := h 0 1 (by decide)
    norm_num [dotProduct, Fin.sum_univ_succ, Matrix.transpose_apply] at t

end

end OrthogonalNormalModes
```

```lean
#print axioms OrthogonalNormalModes.exists_orthogonal_normalForm_iff
#print axioms OrthogonalNormalModes.orthogonal_mode_eigen
#print axioms OrthogonalNormalModes.orthogonal_of_distinct
#print axioms OrthogonalNormalModes.degenerate_nonorthogonal
```

```
'OrthogonalNormalModes.exists_orthogonal_normalForm_iff' depends on axioms: [propext, Classical.choice, Quot.sound]
'OrthogonalNormalModes.orthogonal_mode_eigen' depends on axioms: [propext, Classical.choice, Quot.sound]
'OrthogonalNormalModes.orthogonal_of_distinct' depends on axioms: [propext, Classical.choice, Quot.sound]
'OrthogonalNormalModes.degenerate_nonorthogonal' depends on axioms: [propext, Classical.choice, Quot.sound]
```
